# 2ᵏ divides the dimension of a finite-dimensional complex space on which 2k mutually anticommuting operators square to one

The theorem `two_pow_dvd_finrank` says that if 2k linear operators on a finite-dimensional complex vector space each square to the identity and anticommute in pairs, then 2ᵏ divides the dimension of the space. These are the algebraic relations of Majorana operators scaled to square to one; no inner product, Hermiticity or Hamiltonian is assumed. The proof is by induction on k: it splits off two operators a and b and forms the parity P = i a b, which commutes with all the other operators. These therefore act within the even sector, where P v = v, and the induction hypothesis shows that 2ᵏ divides the dimension of that sector. Since a anticommutes with P, the whole space has twice that dimension, which gives the next power of two.

This version doesn't compile in Lean 4 with Mathlib:

```lean
import Mathlib

open Matrix Module

namespace TwoPowDvdFinrank

/-- The sector of a parity operator `P`: all vectors `v` with `P v = v`. -/
def evenSector {V : Type*} [AddCommGroup V] [Module ℂ V] (P : V →ₗ[ℂ] V) :
    Submodule ℂ V :=
  LinearMap.ker (P - LinearMap.id)

/-- A vector lies in the even sector exactly when the parity operator fixes it. -/
theorem mem_evenSector {V : Type*} [AddCommGroup V] [Module ℂ V] (P : V →ₗ[ℂ] V) (v : V) :
    v ∈ evenSector P ↔ P v = v := by
  simp [evenSector, sub_eq_zero]

/-- If `P` and `a` square to one and anticommute on a finite-dimensional space, then the
even sector of `P` has half the dimension of the space. -/
theorem finrank_eq_two_mul_evenSector {V : Type*} [AddCommGroup V] [Module ℂ V]
    [FiniteDimensional ℂ V] (P a : V →ₗ[ℂ] V) (hP : ∀ v, P (P v) = v)
    (ha : ∀ v, a (a v) = v) (hPa : ∀ v, P (a v) = -(a (P v))) :
    finrank ℂ V = 2 * finrank ℂ (evenSector P) := by
  -- two copies of the even sector fill the space: `(w₁, w₂) ↦ w₁ + a w₂`
  let φ : (evenSector P × evenSector P) →ₗ[ℂ] V :=
    (evenSector P).subtype.coprod (a ∘ₗ (evenSector P).subtype)
  have inj : Function.Injective φ := by
    rw [← LinearMap.ker_eq_bot, LinearMap.ker_eq_bot']
    rintro ⟨⟨x, hx⟩, ⟨y, hy⟩⟩ h
    have h1 : x + a y = 0 := h
    rw [mem_evenSector] at hx hy
    -- the parity operator flips the sign of the second part
    have h2 : x + -(a y) = 0 := by
      have h3 := congrArg P h1
      rwa [map_add, hPa, hx, hy, map_zero] at h3
    have hx0 : x = 0 := by
      linear_combination (norm := module) (1 / 2 : ℂ) • h1 + (1 / 2 : ℂ) • h2
    have hay : a y = 0 := by
      linear_combination (norm := module) (1 / 2 : ℂ) • h1 - (1 / 2 : ℂ) • h2
    have hy0 : y = 0 := by rw [← ha y, hay, map_zero]
    exact Prod.ext (Subtype.ext hx0) (Subtype.ext hy0)
  have surj : Function.Surjective φ := by
    intro v
    have m1 : (1 / 2 : ℂ) • (v + P v) ∈ evenSector P := by
      rw [mem_evenSector, map_smul, map_add, hP, add_comm]
    have m2 : (1 / 2 : ℂ) • a (v - P v) ∈ evenSector P := by
      rw [mem_evenSector]
      simp only [map_smul, map_sub, hPa, hP]
      module
    refine ⟨(⟨_, m1⟩, ⟨_, m2⟩), ?_⟩
    change (1 / 2 : ℂ) • (v + P v) + a ((1 / 2 : ℂ) • a (v - P v)) = v
    simp only [map_smul, map_sub, ha]
    module
  have e := (LinearEquiv.ofBijective φ ⟨inj, surj⟩).finrank_eq
  rw [Module.finrank_prod] at e
  omega

/-- If `2k` linear operators on a finite-dimensional complex space square to one and mutually
anticommute, then `2^k` divides the dimension of the space. -/
theorem two_pow_dvd_finrank (k : ℕ) : ∀ (V : Type*) [AddCommGroup V] [Module ℂ V]
    [FiniteDimensional ℂ V] (c : Fin (2 * k) → (V →ₗ[ℂ] V)),
    (∀ i v, c i (c i v) = v) → (∀ i j, i ≠ j → ∀ v, c i (c j v) = -(c j (c i v))) →
    2 ^ k ∣ finrank ℂ V := by
  induction k with
  | zero => intros; simp
  | succ k ih =>
    intro V _ _ _ c hsq hanti
    -- split off one pair `a, b`; the others are called `d`
    obtain ⟨a, ha'⟩ : ∃ a, a = c ⟨0, by omega⟩ := ⟨_, rfl⟩
    obtain ⟨b, hb'⟩ : ∃ b, b = c ⟨1, by omega⟩ := ⟨_, rfl⟩
    obtain ⟨d, hd'⟩ : ∃ d : Fin (2 * k) → (V →ₗ[ℂ] V),
        ∀ i, d i = c ⟨i.val + 2, by have := i.isLt; omega⟩ := ⟨_, fun _ => rfl⟩
    have ha : ∀ v, a (a v) = v := by rw [ha']; exact hsq _
    have hb : ∀ v, b (b v) = v := by rw [hb']; exact hsq _
    have hba : ∀ v, b (a v) = -(a (b v)) := by
      rw [ha', hb']; exact hanti _ _ (by simp [Fin.ext_iff])
    have hda : ∀ i v, d i (a v) = -(a (d i v)) := by
      intro i; rw [ha', hd']; exact hanti _ _ (by simp [Fin.ext_iff])
    have hdb : ∀ i v, d i (b v) = -(b (d i v)) := by
      intro i; rw [hb', hd']; exact hanti _ _ (by simp [Fin.ext_iff])
    -- the parity `P = i a b` of this mode
    obtain ⟨P, hPv⟩ : ∃ P : V →ₗ[ℂ] V, ∀ v, P v = Complex.I • a (b v) :=
      ⟨Complex.I • (a ∘ₗ b), fun _ => rfl⟩
    have hP : ∀ v, P (P v) = v := by
      intro v
      simp only [hPv, map_smul, hba, map_neg, hb, ha, smul_neg, smul_smul,
        Complex.I_mul_I, neg_smul, one_smul, neg_neg]
    have hPa : ∀ v, P (a v) = -(a (P v)) := by
      intro v
      simp only [hPv, hba, map_neg, map_smul, smul_neg]
    -- the remaining operators conserve `P` and act within its even sector
    have hPd : ∀ i v, P (d i v) = d i (P v) := by
      intro i v
      simp only [hPv, map_smul, hda, hdb, map_neg, neg_neg]
    have hmem : ∀ i, ∀ w ∈ evenSector P, d i w ∈ evenSector P := by
      intro i w hw
      rw [mem_evenSector] at hw ⊢
      rw [hPd, hw]
    have key := ih (evenSector P) (fun i => (d i).restrict (hmem i))
      (fun i w => Subtype.ext (by
        change d i (d i w) = w
        rw [hd']; exact hsq _ _))
      (fun i j hij w => Subtype.ext (by
        change d i (d j w) = -(d j (d i w))
        rw [hd', hd']
        exact hanti _ _ (by simpa [Fin.ext_iff] using hij) _))
    rw [finrank_eq_two_mul_evenSector P a hP ha hPa, pow_succ, mul_comm]
    exact mul_dvd_mul_left 2 key

end TwoPowDvdFinrank
```

Messages:

```
Main.lean:79:47: error: unsolved goals
k : ℕ
ih :
  ∀ (V : Type u_1) [inst : AddCommGroup V] [inst_1 : Module ℂ V] [FiniteDimensional ℂ V] (c : Fin (2 * k) → V →ₗ[ℂ] V),
    (∀ (i : Fin (2 * k)) (v : V), (c i) ((c i) v) = v) →
      (∀ (i j : Fin (2 * k)), i ≠ j → ∀ (v : V), (c i) ((c j) v) = -(c j) ((c i) v)) → 2 ^ k ∣ finrank ℂ V
V : Type u_1
inst✝² : AddCommGroup V
inst✝¹ : Module ℂ V
inst✝ : FiniteDimensional ℂ V
c : Fin (2 * (k + 1)) → V →ₗ[ℂ] V
hsq : ∀ (i : Fin (2 * (k + 1))) (v : V), (c i) ((c i) v) = v
hanti : ∀ (i j : Fin (2 * (k + 1))), i ≠ j → ∀ (v : V), (c i) ((c j) v) = -(c j) ((c i) v)
a : V →ₗ[ℂ] V
ha' : a = c ⟨0, ⋯⟩
b : V →ₗ[ℂ] V
hb' : b = c ⟨1, ⋯⟩
d : Fin (2 * k) → V →ₗ[ℂ] V
hd' : ∀ (i : Fin (2 * k)), d i = c ⟨↑i + 2, ⋯⟩
ha : ∀ (v : V), a (a v) = v
hb : ∀ (v : V), b (b v) = v
hba : ∀ (v : V), b (a v) = -a (b v)
hda : ∀ (i : Fin (2 * k)) (v : V), (d i) (a v) = -a ((d i) v)
i : Fin (2 * k)
⊢ ¬↑i + 2 = 1 % (2 * (k + 1))
Main.lean:75:47: warning: This simp argument is unused:
  Fin.ext_iff

Hint: Omit it from the simp argument list.
  [apply] simp

Note: This linter can be disabled with `set_option linter.unusedSimpArgs false`
```

The error is in `hdb`, where `hanti` needs a proof that the indices `⟨i.val + 2, _⟩` and `⟨1, _⟩` differ. The goal left by `simp [Fin.ext_iff]` is `¬↑i + 2 = 1 % (2 * (k + 1))`. So `simp` has turned the second index into the numeral `1` of `Fin (2 * (k + 1))`, whose value is written as a remainder. The remainder is 1, because the modulus is at least 2, but `simp` did not reduce it with `k` a variable, and so could not finish.

The repair does without `simp` here. It assumes the indices are equal, takes their values with `congrArg Fin.val`, and uses `change` to state the result as `i.val + 2 = 1`. This holds by definition, since the value of `⟨1, _⟩` is just 1, and no remainder appears. `omega` then refutes the equation, as `i.val` is a natural number.

The warning concerns `hba`, where `simp` proves the indices distinct without using `Fin.ext_iff`. Dropping that argument is mere tidying.

The mended proof, as a diff:

```diff
@@ -73,9 +73,14 @@
     have hb : ∀ v, b (b v) = v := by rw [hb']; exact hsq _
     have hba : ∀ v, b (a v) = -(a (b v)) := by
-      rw [ha', hb']; exact hanti _ _ (by simp [Fin.ext_iff])
+      rw [ha', hb']; exact hanti _ _ (by simp)
     have hda : ∀ i v, d i (a v) = -(a (d i v)) := by
       intro i; rw [ha', hd']; exact hanti _ _ (by simp [Fin.ext_iff])
     have hdb : ∀ i v, d i (b v) = -(b (d i v)) := by
-      intro i; rw [hb', hd']; exact hanti _ _ (by simp [Fin.ext_iff])
+      intro i; rw [hb', hd']
+      exact hanti _ _ (by
+        intro e
+        have h := congrArg Fin.val e
+        change i.val + 2 = 1 at h
+        omega)
     -- the parity `P = i a b` of this mode
     obtain ⟨P, hPv⟩ : ∃ P : V →ₗ[ℂ] V, ∀ v, P v = Complex.I • a (b v) :=
```
